# Slabs of 1 to $M\ge 2$ layers with residuals up to $d$: the least-squares bulk energy is off by at most $3dM/(M^2-1)$

How far can the slope of a straight line fitted to slab energies lie from the bulk energy per layer? An answer needs a definition of the fitted line. Here it is any line whose sum of squared deviations is no larger than that of any other line, so the usual slope formula is not built into the definition.

## Slab energies and their residuals

A slab of $N$ layers has two faces. Write its energy as
$$E_N = Ne + 2g + r_N,\qquad N=1,\dots,M,$$
where $e$ is the bulk energy per layer, $g$ the surface energy per face (the mean of the two if they differ), and $r_N$ whatever the linear law misses, such as the interaction between the faces, quantum-size oscillations or incomplete convergence. All energies are per surface cell; the tabulated surface energy per area is $g$ divided by the cell area. The only assumption on the residuals is $|r_N|\le d$.

In an electronic-structure calculation, one can compute slabs of, say, 1 to 6 layers with the same in-plane cell and fit their total energies against $N$; fits that leave out the thinnest slabs are not treated here. If every residual is at most 1 meV in absolute value, the slope is within $18/35\approx 0.51$ meV of $e$. When the slope $a$ then serves as the bulk reference in $(E_N-Na)/2$, its error enters the surface energy multiplied by $N/2$, which for the six-layer slab is up to about 1.5 meV; the slab's own residual contributes a further $r_N/2$, of either sign.

## What is proved

Let $a$ be the slope and $b$ the intercept of a least-squares line.

- For $M\ge2$, $|a-e|\le 3dM/(M^2-1)$ (`bulk_energy_error_le`).
- For odd $M\ge 2$, $|a-e|\le 3d/M$, which is smaller when $d>0$ (`bulk_energy_error_le_of_odd`).
- For every $d\ge0$, the first bound is attained at each even $M\ge2$ and the second at each odd $M$ (`bound_attained_even`, `bound_attained_odd`).

The last theorem includes $M=1$, where it says little: a single point lies on a line of any slope.

In Lean, `slabEnergy e g r N` is $E_N$, with `r : ℕ → ℝ` an arbitrary function, and `Icc 1 M` is the set of thicknesses $1,\dots,M$. `IsLeastSquaresLine M E a b` says that `sqError` at `a`, `b` is minimal over all real slopes and intercepts. The hypothesis `hr` is the bound on the residuals. The name `leverage` stands for $L_M=\sum_{N=1}^M|2N-M-1|$; in statistics the word usually means a diagonal entry of the hat matrix.

The step from this model to a real material is the value of $d$: that computed slab energies stay within $d$ of the linear law with the true bulk energy, down to the single layer, is assumed and not derived.

## From the normal equations to the bound

Let $\varepsilon_N=E_N-(aN+b)$. Changing the slope by $s$ and the intercept by $t$ changes the squared error by
$$-2s\sum_N N\varepsilon_N-2t\sum_N\varepsilon_N+\sum_N(sN+t)^2 .$$
If both linear sums vanish, the change is never negative and the line is optimal. Conversely, at a minimum the change is nonnegative for all $s$ and $t$. Setting $s=0$, and then $t=0$, leaves a parabola through the origin that is nowhere negative, so its linear term vanishes. Hence $\sum\varepsilon_N=\sum N\varepsilon_N=0$.

Since $\varepsilon_N=(e-a)N+(2g-b)+r_N$, these equations read
$$(e-a)\tfrac{M(M+1)}2+(2g-b)M+\sum_N r_N=0,$$
$$(e-a)\tfrac{M(M+1)(2M+1)}6+(2g-b)\tfrac{M(M+1)}2+\sum_N N r_N=0.$$
Take 12 times the second minus $6(M+1)$ times the first. The intercept drops out, and the coefficient of $e-a$ is $M(M+1)[2(2M+1)-3(M+1)]=M(M^2-1)$. Therefore
$$(a-e)\,M(M^2-1)=6\sum_N(2N-M-1)\,r_N .$$
Each residual is weighted in proportion to the signed distance of its slab from the mean thickness. The triangle inequality gives $|a-e|\,M(M^2-1)\le 6dL_M$.

To evaluate $L_M$, remove the thinnest and the thickest slab from a set of $M+2$. Each contributes $M+1$, and the others have the same weights as a set of $M$, so $L_{M+2}=L_M+2(M+1)$. With $L_0=L_1=0$, induction gives $L_{2k}=2k^2$ and $L_{2k+1}=2k(k+1)$, that is, $M^2/2$ for even $M$ and $(M^2-1)/2$ for odd $M$. Division by $M(M^2-1)$ yields the two bounds.

## Residuals that reach the bound

Equality is reached by residuals of size $d$ that follow the sign of the weights. Let $r_N=-d$ for $N\le k$ and $r_N=d$ for thicker slabs.

For $M=2k$, $\sum r_N=0$ and $\sum Nr_N=dk^2$. Put $\delta=3dM/(M^2-1)$, $a=e+\delta$ and $b=2g-\delta(2k+1)/2$. The first normal equation holds because its two $\delta$ terms cancel. The left side of the second is $-\delta k(4k^2-1)/6+dk^2$, which is zero because $\delta(4k^2-1)=6dk$.

For $M=2k+1$, the sums are $d$ and $d(k+1)^2$. Put $\delta=3d/M$, $a=e+\delta$ and $b=2g+\delta/3-\delta(k+1)$. With $\delta M=3d$, the first equation becomes $-3d(k+1)+3d(k+1)-d+d=0$, and the second becomes
$$d(k+1)\,[-(4k+3)+(3k+2)+(k+1)]=0 .$$

## The Lean file

```lean
import Mathlib

open Finset

namespace SlabBulkEnergyFit

noncomputable section

/-- Energy of a slab of `N` layers: bulk energy `e` per layer, surface energy `g` for each of
the two faces, and a residual `r N`. -/
def slabEnergy (e g : ℝ) (r : ℕ → ℝ) (N : ℕ) : ℝ := N * e + 2 * g + r N

/-- Sum of squared deviations of the energies of the slabs with `1, ..., M` layers from the line
with slope `a` and intercept `b`. -/
def sqError (M : ℕ) (E : ℕ → ℝ) (a b : ℝ) : ℝ :=
  ∑ N ∈ Icc 1 M, (E N - (a * N + b)) ^ 2

/-- The line with slope `a` and intercept `b` has the least squared error among all lines. -/
def IsLeastSquaresLine (M : ℕ) (E : ℕ → ℝ) (a b : ℝ) : Prop :=
  ∀ a' b' : ℝ, sqError M E a b ≤ sqError M E a' b'

/-- Total leverage of the thicknesses `1, ..., M`: the sum of twice their distances from the
mean thickness `(M + 1) / 2`. -/
def leverage (M : ℕ) : ℝ := ∑ N ∈ Icc 1 M, |2 * (N : ℝ) - (M + 1)|

/-- The residual that is `-d` for slabs of at most `k` layers and `d` for thicker ones. -/
def stepResidual (k : ℕ) (d : ℝ) (N : ℕ) : ℝ := if N ≤ k then -d else d

/-- Normal equations: a line is a least-squares line exactly when its deviations sum to zero,
both unweighted and weighted with the number of layers. -/
theorem isLeastSquaresLine_iff (M : ℕ) (E : ℕ → ℝ) (a b : ℝ) :
    IsLeastSquaresLine M E a b ↔
      ∑ N ∈ Icc 1 M, (E N - (a * N + b)) = 0 ∧
      ∑ N ∈ Icc 1 M, (N : ℝ) * (E N - (a * N + b)) = 0 := by
  -- exact expansion of the squared error around the line
  have key : ∀ s t : ℝ, sqError M E (a + s) (b + t) = sqError M E a b
      - 2 * s * ∑ N ∈ Icc 1 M, (N : ℝ) * (E N - (a * N + b))
      - 2 * t * ∑ N ∈ Icc 1 M, (E N - (a * N + b))
      + ∑ N ∈ Icc 1 M, (s * (N : ℝ) + t) ^ 2 := by
    intro s t
    unfold sqError
    rw [mul_sum, mul_sum, ← sum_sub_distrib, ← sum_sub_distrib, ← sum_add_distrib]
    refine sum_congr rfl fun N _ => ?_
    ring
  -- a parabola through the origin that is nowhere negative has no linear term
  have quad : ∀ P Q : ℝ, 0 ≤ Q → (∀ t : ℝ, 0 ≤ t ^ 2 * Q - 2 * t * P) → P = 0 := by
    intro P Q hQ h
    have hq : Q + 1 ≠ 0 := by positivity
    have ht : P / (Q + 1) * (Q + 1) = P := div_mul_cancel₀ P hq
    have h1 := h (P / (Q + 1))
    generalize P / (Q + 1) = t at ht h1
    rw [← ht] at h1
    have h2 : t ^ 2 ≤ 0 := by nlinarith [mul_nonneg (sq_nonneg t) hQ]
    have h3 : t = 0 := (pow_eq_zero_iff two_ne_zero).mp (le_antisymm h2 (sq_nonneg t))
    rw [← ht, h3, zero_mul]
  constructor
  · intro h
    constructor
    · refine quad _ (M : ℝ) (by positivity) fun t => ?_
      have h1 := h (a + 0) (b + t)
      have h2 : ∑ N ∈ Icc 1 M, (0 * (N : ℝ) + t) ^ 2 = M * t ^ 2 := by simp
      rw [key, h2] at h1
      linarith
    · refine quad _ (∑ N ∈ Icc 1 M, (N : ℝ) ^ 2) (sum_nonneg fun N _ => sq_nonneg _)
        fun s => ?_
      have h1 := h (a + s) (b + 0)
      have h2 : ∑ N ∈ Icc 1 M, (s * (N : ℝ) + 0) ^ 2
          = s ^ 2 * ∑ N ∈ Icc 1 M, (N : ℝ) ^ 2 := by
        simp only [add_zero, mul_pow, ← mul_sum]
      rw [key, h2] at h1
      linarith
  · rintro ⟨h0, h1⟩ a' b'
    have h2 := key (a' - a) (b' - b)
    rw [h0, h1] at h2
    simp only [add_sub_cancel] at h2
    have h3 : 0 ≤ ∑ N ∈ Icc 1 M, ((a' - a) * (N : ℝ) + (b' - b)) ^ 2 :=
      sum_nonneg fun N _ => sq_nonneg _
    linarith

/-- The two sums in the normal equations, evaluated for slab energies. -/
theorem deviation_sums (M : ℕ) (e g a b : ℝ) (r : ℕ → ℝ) :
    ∑ N ∈ Icc 1 M, (slabEnergy e g r N - (a * N + b)) =
      (e - a) * (M * (M + 1) / 2) + (2 * g - b) * M + ∑ N ∈ Icc 1 M, r N ∧
    ∑ N ∈ Icc 1 M, (N : ℝ) * (slabEnergy e g r N - (a * N + b)) =
      (e - a) * (M * (M + 1) * (2 * M + 1) / 6) + (2 * g - b) * (M * (M + 1) / 2)
        + ∑ N ∈ Icc 1 M, (N : ℝ) * r N := by
  induction M with
  | zero => simp
  | succ n ih =>
    obtain ⟨h0, h1⟩ := ih
    have hn : 1 ≤ n + 1 := Nat.le_add_left 1 n
    constructor
    · rw [sum_Icc_succ_top hn, sum_Icc_succ_top hn, h0]
      unfold slabEnergy
      push_cast
      ring
    · rw [sum_Icc_succ_top hn, sum_Icc_succ_top hn, h1]
      unfold slabEnergy
      push_cast
      ring

/-- The error of the fitted bulk energy, multiplied by `M (M ^ 2 - 1)`, is a weighted sum of the
residuals, with weights proportional to the signed distance of each slab from the mean thickness. -/
theorem slope_error {M : ℕ} {e g a b : ℝ} {r : ℕ → ℝ}
    (h : IsLeastSquaresLine M (slabEnergy e g r) a b) :
    (a - e) * (M * ((M : ℝ) ^ 2 - 1)) = 6 * ∑ N ∈ Icc 1 M, (2 * (N : ℝ) - (M + 1)) * r N := by
  obtain ⟨h0, h1⟩ := (isLeastSquaresLine_iff _ _ _ _).mp h
  rw [(deviation_sums M e g a b r).1] at h0
  rw [(deviation_sums M e g a b r).2] at h1
  have hc : ∑ N ∈ Icc 1 M, (2 * (N : ℝ) - (M + 1)) * r N
      = 2 * ∑ N ∈ Icc 1 M, (N : ℝ) * r N - (M + 1) * ∑ N ∈ Icc 1 M, r N := by
    rw [mul_sum, mul_sum, ← sum_sub_distrib]
    refine sum_congr rfl fun N _ => ?_
    ring
  linear_combination -12 * h1 + 6 * ((M : ℝ) + 1) * h0 - 6 * hc

/-- The total leverage is `2 k ^ 2` for `2 k` slabs and `2 k (k + 1)` for `2 k + 1` slabs. -/
theorem leverage_eq (k : ℕ) :
    leverage (2 * k) = 2 * (k : ℝ) ^ 2 ∧ leverage (2 * k + 1) = 2 * (k : ℝ) * (k + 1) := by
  have shift : ∀ (n : ℕ) (f : ℕ → ℝ), ∑ N ∈ Icc 1 n, f N = ∑ i ∈ range n, f (i + 1) := by
    intro n f
    induction n with
    | zero => simp
    | succ n ih => rw [sum_Icc_succ_top (Nat.le_add_left 1 n), sum_range_succ, ih]
  -- peel off the thinnest and the thickest slab
  have step : ∀ M : ℕ, leverage (M + 2) = leverage M + 2 * ((M : ℝ) + 1) := by
    intro M
    have hp : |(M : ℝ) + 1| = M + 1 := abs_of_nonneg (by positivity)
    have e1 : 2 * ((M + 1 + 1 : ℕ) : ℝ) - (((M + 2 : ℕ) : ℝ) + 1) = M + 1 := by
      push_cast; ring
    have e2 : 2 * ((0 + 1 : ℕ) : ℝ) - (((M + 2 : ℕ) : ℝ) + 1) = -((M : ℝ) + 1) := by
      push_cast; ring
    have e3 : ∀ i : ℕ, 2 * ((i + 1 + 1 : ℕ) : ℝ) - (((M + 2 : ℕ) : ℝ) + 1)
        = 2 * ((i + 1 : ℕ) : ℝ) - (M + 1) := by
      intro i; push_cast; ring
    unfold leverage
    rw [shift (M + 2), shift M, sum_range_succ, sum_range_succ', e1, e2, abs_neg, hp]
    simp only [e3]
    ring
  induction k with
  | zero => constructor <;> norm_num [leverage]
  | succ k ih =>
    have h0 : 2 * (k + 1) = 2 * k + 2 := by ring
    have h1 : 2 * k + 2 + 1 = 2 * k + 1 + 2 := by ring
    rw [h0, h1, step, step, ih.1, ih.2]
    constructor <;> push_cast <;> ring

/-- For slabs of `1, ..., M` layers with `M ≥ 1` and residuals of size at most `d`, the absolute
error of the fitted bulk energy, multiplied by `M (M ^ 2 - 1)`, is at most `6 d` times the total
leverage. -/
theorem slope_error_le_leverage {M : ℕ} (hM : 1 ≤ M) {e g a b d : ℝ} {r : ℕ → ℝ}
    (hr : ∀ N ∈ Icc 1 M, |r N| ≤ d) (h : IsLeastSquaresLine M (slabEnergy e g r) a b) :
    |a - e| * (M * ((M : ℝ) ^ 2 - 1)) ≤ 6 * (d * leverage M) := by
  have hM' : (1 : ℝ) ≤ M := by exact_mod_cast hM
  have hX : 0 ≤ (M : ℝ) * ((M : ℝ) ^ 2 - 1) := mul_nonneg (by linarith) (by nlinarith)
  have hs : |∑ N ∈ Icc 1 M, (2 * (N : ℝ) - (M + 1)) * r N| ≤ d * leverage M := by
    unfold leverage
    rw [mul_sum]
    refine (abs_sum_le_sum_abs _ _).trans (sum_le_sum fun N hN => ?_)
    rw [abs_mul, mul_comm]
    exact mul_le_mul_of_nonneg_right (hr N hN) (abs_nonneg _)
  rw [← abs_of_nonneg hX, ← abs_mul, slope_error h, abs_mul, abs_of_pos (by norm_num : (0:ℝ) < 6)]
  linarith

/-- For slabs of `1, ..., M` layers with `M ≥ 2` and residuals of size at most `d`, the
least-squares slope differs from the bulk energy by at most `3 d M / (M ^ 2 - 1)`. -/
theorem bulk_energy_error_le {M : ℕ} (hM : 2 ≤ M) {e g a b d : ℝ} {r : ℕ → ℝ}
    (hr : ∀ N ∈ Icc 1 M, |r N| ≤ d) (h : IsLeastSquaresLine M (slabEnergy e g r) a b) :
    |a - e| ≤ 3 * d * M / ((M : ℝ) ^ 2 - 1) := by
  have hM' : (2 : ℝ) ≤ M := by exact_mod_cast hM
  have hd : 0 ≤ d := (abs_nonneg _).trans (hr 1 (mem_Icc.mpr ⟨le_rfl, by omega⟩))
  have hl : leverage M ≤ (M : ℝ) ^ 2 / 2 := by
    obtain ⟨k, hk | hk⟩ := Nat.even_or_odd' M
    · rw [hk, (leverage_eq k).1]
      push_cast
      linarith
    · rw [hk, (leverage_eq k).2]
      push_cast
      linarith
  have h1 := slope_error_le_leverage (by omega) hr h
  have h2 := mul_le_mul_of_nonneg_left hl hd
  rw [le_div_iff₀ (by nlinarith)]
  -- cancel one factor of `M`
  refine le_of_mul_le_mul_left ?_ (by linarith : (0 : ℝ) < M)
  linarith

/-- For slabs of `1, ..., M` layers with `M ≥ 2` odd and residuals of size at most `d`, the
least-squares slope differs from the bulk energy by at most `3 d / M`. -/
theorem bulk_energy_error_le_of_odd {M : ℕ} (hM : 2 ≤ M) (hodd : Odd M) {e g a b d : ℝ}
    {r : ℕ → ℝ} (hr : ∀ N ∈ Icc 1 M, |r N| ≤ d)
    (h : IsLeastSquaresLine M (slabEnergy e g r) a b) :
    |a - e| ≤ 3 * d / M := by
  obtain ⟨k, rfl⟩ := hodd
  have hk : (0 : ℝ) < k := by exact_mod_cast (by omega : 0 < k)
  have h1 := slope_error_le_leverage (by omega) hr h
  rw [(leverage_eq k).2] at h1
  push_cast at h1 ⊢
  rw [le_div_iff₀ (by positivity)]
  refine le_of_mul_le_mul_left ?_ (by positivity : (0 : ℝ) < 4 * k * (k + 1))
  linarith

/-- Sum and first moment of the step residual over slabs of `1, ..., k + j` layers. -/
theorem stepResidual_sums (k j : ℕ) (d : ℝ) :
    ∑ N ∈ Icc 1 (k + j), stepResidual k d N = ((j : ℝ) - k) * d ∧
    ∑ N ∈ Icc 1 (k + j), (N : ℝ) * stepResidual k d N =
      d * ((j : ℝ) * k + j * (j + 1) / 2 - k * (k + 1) / 2) := by
  have base : ∀ n : ℕ, n ≤ k → ∑ N ∈ Icc 1 n, stepResidual k d N = -(n * d) ∧
      ∑ N ∈ Icc 1 n, (N : ℝ) * stepResidual k d N = -(d * (n * (n + 1) / 2)) := by
    intro n
    induction n with
    | zero => simp
    | succ n ih =>
      intro hn
      obtain ⟨h0, h1⟩ := ih (by omega)
      have hr : stepResidual k d (n + 1) = -d := if_pos hn
      have hn1 : 1 ≤ n + 1 := Nat.le_add_left 1 n
      rw [sum_Icc_succ_top hn1, sum_Icc_succ_top hn1, h0, h1, hr]
      constructor <;> push_cast <;> ring
  induction j with
  | zero =>
    obtain ⟨h0, h1⟩ := base k le_rfl
    rw [Nat.add_zero, h0, h1]
    constructor <;> push_cast <;> ring
  | succ j ih =>
    have hr : stepResidual k d (k + j + 1) = d := if_neg (by omega)
    have hn1 : 1 ≤ k + j + 1 := Nat.le_add_left 1 (k + j)
    rw [← Nat.add_assoc, sum_Icc_succ_top hn1, sum_Icc_succ_top hn1, ih.1, ih.2, hr]
    constructor <;> push_cast <;> ring

/-- For every even `M = 2 k ≥ 2` and `d ≥ 0`, the step residual has size at most `d` and gives a
least-squares line whose slope exceeds the bulk energy by exactly `3 d M / (M ^ 2 - 1)`. -/
theorem bound_attained_even {M k : ℕ} (hk : 1 ≤ k) (hM : M = 2 * k) (e g : ℝ) {d : ℝ}
    (hd : 0 ≤ d) :
    (∀ N, |stepResidual k d N| ≤ d) ∧
    ∃ b, IsLeastSquaresLine M (slabEnergy e g (stepResidual k d))
      (e + 3 * d * M / ((M : ℝ) ^ 2 - 1)) b := by
  subst hM
  refine ⟨fun N => by unfold stepResidual; split_ifs <;> simp [abs_of_nonneg hd], ?_⟩
  have hk' : (1 : ℝ) ≤ k := by exact_mod_cast hk
  have hne : ((2 * k : ℕ) : ℝ) ^ 2 - 1 ≠ 0 := by
    push_cast
    nlinarith
  have hδ := div_mul_cancel₀ (3 * d * ((2 * k : ℕ) : ℝ)) hne
  generalize 3 * d * ((2 * k : ℕ) : ℝ) / (((2 * k : ℕ) : ℝ) ^ 2 - 1) = δ at hδ ⊢
  obtain ⟨s0, s1⟩ := stepResidual_sums k k d
  rw [← two_mul] at s0 s1
  -- the line through the mean point with the extremal slope solves the normal equations
  refine ⟨2 * g - δ * (2 * k + 1) / 2, (isLeastSquaresLine_iff _ _ _ _).mpr ?_⟩
  rw [(deviation_sums _ _ _ _ _ _).1, (deviation_sums _ _ _ _ _ _).2, s0, s1]
  push_cast at hδ ⊢
  constructor
  · ring
  · linear_combination -((k : ℝ) / 6) * hδ

/-- For every odd `M = 2 k + 1` and `d ≥ 0`, the step residual has size at most `d` and gives a
least-squares line whose slope exceeds the bulk energy by exactly `3 d / M`. -/
theorem bound_attained_odd {M k : ℕ} (hM : M = 2 * k + 1) (e g : ℝ) {d : ℝ} (hd : 0 ≤ d) :
    (∀ N, |stepResidual k d N| ≤ d) ∧
    ∃ b, IsLeastSquaresLine M (slabEnergy e g (stepResidual k d)) (e + 3 * d / M) b := by
  subst hM
  refine ⟨fun N => by unfold stepResidual; split_ifs <;> simp [abs_of_nonneg hd], ?_⟩
  have hne : ((2 * k + 1 : ℕ) : ℝ) ≠ 0 := by positivity
  have hδ := div_mul_cancel₀ (3 * d) hne
  generalize 3 * d / ((2 * k + 1 : ℕ) : ℝ) = δ at hδ ⊢
  obtain ⟨s0, s1⟩ := stepResidual_sums k (k + 1) d
  have hM : k + (k + 1) = 2 * k + 1 := by ring
  rw [hM] at s0 s1
  refine ⟨2 * g + δ / 3 - δ * (k + 1), (isLeastSquaresLine_iff _ _ _ _).mpr ?_⟩
  rw [(deviation_sums _ _ _ _ _ _).1, (deviation_sums _ _ _ _ _ _).2, s0, s1]
  push_cast at hδ ⊢
  constructor
  · linear_combination -(1 / 3 : ℝ) * hδ
  · linear_combination -(((k : ℝ) + 1) ^ 2 / 3) * hδ

end

end SlabBulkEnergyFit
```

```lean
#print axioms SlabBulkEnergyFit.bulk_energy_error_le
-- 'SlabBulkEnergyFit.bulk_energy_error_le' depends on axioms: [propext, Classical.choice, Quot.sound]
#print axioms SlabBulkEnergyFit.bulk_energy_error_le_of_odd
-- 'SlabBulkEnergyFit.bulk_energy_error_le_of_odd' depends on axioms: [propext, Classical.choice, Quot.sound]
#print axioms SlabBulkEnergyFit.bound_attained_even
-- 'SlabBulkEnergyFit.bound_attained_even' depends on axioms: [propext, Classical.choice, Quot.sound]
#print axioms SlabBulkEnergyFit.bound_attained_odd
-- 'SlabBulkEnergyFit.bound_attained_odd' depends on axioms: [propext, Classical.choice, Quot.sound]
```

## How the lemmas carry the derivation

`isLeastSquaresLine_iff` proves the normal equations. Its inner statement `key` is the expansion in $s$ and $t$, and `quad` is the parabola argument: for a parabola $Qt^2-2Pt$ with $Q\ge0$ it inserts $t=P/(Q+1)$, which forces $P=0$ even when $Q=0$.

`deviation_sums` obtains the two closed forms by induction on $M$. In `slope_error`, the `linear_combination` line uses the multipliers $12$ and $6(M+1)$ from above, with signs reversed because the result is written for $a-e$.

In `leverage_eq`, `shift` re-indexes the sum to start at zero, so that its first and last terms can be split off; `step` is the recursion for $L_M$. `slope_error_le_leverage` applies the triangle inequality. The general bound then uses $L_M\le M^2/2$ for both parities and cancels one factor of $M$, while the odd bound uses the exact value of $L_M$.

`stepResidual_sums` computes the sum and first moment of the step residual by two inductions, first up to layer $k$ and then beyond it. In the two attainment theorems, `generalize` replaces the quotient by `δ` and keeps only its defining product in `hδ`. The normal equations are then checked for the explicit intercepts given above.
